# Gauss and Gauss–Radau bounds on $v^TA^{-1}v$ for a real symmetric matrix with spectrum at or above $a>0$

## Measures, rules and exactness

A finite set of real points $x_i$ with weights $w_i$ defines the sum $\sum_i w_i f(x_i)$, which serves as the integral of $f$. A quadrature rule with nodes $t_j$ and weights $\omega_j$ has the same form, so one definition, `quad`, covers both.

In Lean 4 with Mathlib:

```lean
import Mathlib

open Polynomial Matrix

namespace GaussRadauInverseBounds

noncomputable section

variable {ι : Type*} [Fintype ι] {k m : ℕ}

/-- The weighted sum of `f` over finitely many points: a discrete integral or a quadrature rule. -/
def quad {κ : Type*} [Fintype κ] (w x : κ → ℝ) (f : ℝ → ℝ) : ℝ := ∑ i, w i * f (x i)

/-- The integral of a polynomial against the discrete measure with weights `w` at points `x`. -/
def moment (w x : ι → ℝ) (p : ℝ[X]) : ℝ := quad w x (fun y => p.eval y)
```

A rule is exact below degree $d$ if it reproduces a given functional on every polynomial $p$ with $\deg p<d$. Thus `ExactBelow (2 * k)` means exactness through degree $2k-1$.

```lean
/-- The rule with weights `ω` and nodes `t` reproduces `L` on all polynomials of degree
less than `d`. -/
def ExactBelow {κ : Type*} [Fintype κ] (d : ℕ) (L : ℝ[X] → ℝ) (ω t : κ → ℝ) : Prop :=
  ∀ p : ℝ[X], p.degree < (d : WithBot ℕ) → quad ω t (fun y => p.eval y) = L p
```

For $k$ nonzero nodes, the residual polynomial is $R(y)=\prod_j(1-y/t_j)$. It equals 1 at zero and vanishes at every node.

```lean
/-- The residual polynomial, the product of the factors `1 - X / t j` over the nodes. -/
def residualPoly (t : Fin k → ℝ) : ℝ[X] := ∏ j, (1 - C (t j)⁻¹ * X)
```

On the matrix side, $A=U\,\mathrm{diag}(x)\,U^T$, with the eigenvectors in the columns of $U$. The functional to be reproduced is $p\mapsto v^Tp(A)v$. The vector $v$ need not be normalised; for $v\neq0$, dividing by $v^Tv$ gives the expectation value in the normalised state.

```lean
/-- The symmetric matrix `U diag(d) Uᵀ`. If `U` is orthogonal, its eigenvalues are `d` and the
columns of `U` are eigenvectors. -/
def spectralMatrix [DecidableEq ι] (U : Matrix ι ι ℝ) (d : ι → ℝ) : Matrix ι ι ℝ :=
  U * diagonal d * Uᵀ

/-- The quadratic form `vᵀ p(A) v` of a matrix polynomial, with `v` not necessarily normalised. -/
def krylovMoment [DecidableEq ι] (A : Matrix ι ι ℝ) (v : ι → ℝ) (p : ℝ[X]) : ℝ :=
  v ⬝ᵥ ((aeval A p) *ᵥ v)
```

## Exactness, with no node at zero

Exactness says that the rule carries the low moments of the spectral measure. It is assumed here, not derived from an algorithm. In exact arithmetic, $k$ Lanczos steps without breakdown, started from $v$, are the familiar source of a Gauss rule: the nodes are the Ritz values. Rounding errors would need a separate analysis.

Let $q$ be a polynomial with $q(0)=1$ and degree at most $d$. Then $q(y)=1+y\,g(y)$ for a polynomial $g$ of degree below $d$, and for $y\neq0$
$$\frac1y=\frac{q(y)}y-g(y).$$
Summing over the measure gives
$$\sum_i\frac{w_i}{x_i}=\sum_i w_i\frac{q(x_i)}{x_i}-\sum_i w_i\,g(x_i).$$
If $q$ also vanishes at all nodes, the same identity summed over the rule gives
$$\sum_j\frac{\omega_j}{t_j}=-\sum_j\omega_j\,g(t_j).$$
Exactness makes the two sums of $g$ equal, and subtraction leaves
$$\sum_i\frac{w_i}{x_i}-\sum_j\frac{\omega_j}{t_j}=\sum_i w_i\frac{q(x_i)}{x_i}.$$

The first two lemmas evaluate $R$ and bound its degree by $k$. In `inverse_error`, the polynomial $g$ is `divX q`, `key` is the pointwise identity, `h1` and `h2` are its two sums, and `hex` is exactness applied to $g$.

```lean
lemma residualPoly_eval (t : Fin k → ℝ) (y : ℝ) :
    (residualPoly t).eval y = ∏ j, (1 - y / t j) := by
  simp [residualPoly, eval_prod, div_eq_inv_mul]

lemma residualPoly_natDegree (t : Fin k → ℝ) : (residualPoly t).natDegree ≤ k := by
  refine (natDegree_prod_le _ _).trans ?_
  calc ∑ j, (1 - C (t j)⁻¹ * X : ℝ[X]).natDegree ≤ ∑ _j : Fin k, 1 :=
        Finset.sum_le_sum fun j _ => by compute_degree
    _ = k := by simp

/-- Let a rule be exact below degree `d`, with all points and nodes nonzero. If `q` has degree at
most `d`, equals one at zero and vanishes at all nodes, the quadrature error for `1/x` is the
integral of `q(x)/x`. -/
theorem inverse_error {κ : Type*} [Fintype κ] {d : ℕ} {w x : ι → ℝ} {ω t : κ → ℝ}
    (hx : ∀ i, x i ≠ 0) (ht : ∀ j, t j ≠ 0) (h : ExactBelow d (moment w x) ω t)
    (q : ℝ[X]) (hq0 : q.eval 0 = 1) (hqd : q.natDegree ≤ d) (hqt : ∀ j, q.eval (t j) = 0) :
    quad w x (fun y => y⁻¹) - quad ω t (fun y => y⁻¹) = ∑ i, w i * (q.eval (x i) / x i) := by
  have hne : q ≠ 0 := by
    rintro rfl
    simp at hq0
  -- split off the part of `q(y)/y` that is a polynomial
  have key : ∀ y : ℝ, y ≠ 0 → y⁻¹ = q.eval y / y - (divX q).eval y := by
    intro y hy
    have e := congrArg (eval y) (divX_mul_X_add q)
    simp only [eval_add, eval_mul, eval_X, eval_C, coeff_zero_eq_eval_zero, hq0] at e
    rw [← e, add_div, mul_div_cancel_right₀ _ hy, one_div]
    ring
  have hex := h (divX q) ((degree_divX_lt hne).trans_le (degree_le_of_natDegree_le hqd))
  have h1 : quad w x (fun y => y⁻¹)
      = ∑ i, w i * (q.eval (x i) / x i) - moment w x (divX q) := by
    unfold moment quad
    rw [← Finset.sum_sub_distrib]
    refine Finset.sum_congr rfl fun i _ => ?_
    rw [← mul_sub, ← key _ (hx i)]
  have h2 : quad ω t (fun y => y⁻¹) = -quad ω t (fun y => (divX q).eval y) := by
    unfold quad
    rw [← Finset.sum_neg_distrib]
    refine Finset.sum_congr rfl fun j _ => ?_
    have e := key _ (ht j)
    rw [hqt j, zero_div, zero_sub] at e
    simp only [e, mul_neg]
  rw [h1, h2, hex]
  ring
```

The nodes must be nonzero for both $1/t_j$ and $R$ to make sense; their signs, and those of the rule's weights, are left free. With too little exactness the lower bound can fail. For equal weights $1/2$ at the points 1 and 3, the single node 1 with weight 1 is exact through degree 0 but not through degree 1, and it returns 1, above the true value $2/3$.

## Nonnegative weights on positive points

Positive points mean a positive definite matrix. Nonnegative weights are automatic for a spectral measure, where they are squared overlaps of $v$ with the eigenvectors.

For a Gauss rule, take $q=R^2$, which has degree at most $2k$. The error becomes
$$\sum_i\frac{w_i}{x_i}\prod_j\left(1-\frac{x_i}{t_j}\right)^2.$$
Every term is nonnegative, so the rule gives at most the true value. The sum is zero exactly when every term is zero, which means that each point of nonzero weight coincides with a node.

The formula in `gauss_error` is stated for positive points, though nonzero ones would do, and it puts no sign condition on the weights. Nonnegative weights enter in `gauss_eq_iff`, through `Finset.sum_eq_zero_iff_of_nonneg`, and in the final bound.

```lean
/-- The Gauss error for `1/x` is the integral of the squared residual polynomial over `x`. -/
theorem gauss_error {w x : ι → ℝ} {ω t : Fin k → ℝ} (hx : ∀ i, 0 < x i)
    (ht : ∀ j, t j ≠ 0) (h : ExactBelow (2 * k) (moment w x) ω t) :
    quad w x (fun y => y⁻¹) - quad ω t (fun y => y⁻¹)
      = ∑ i, w i / x i * (∏ j, (1 - x i / t j)) ^ 2 := by
  rw [inverse_error (fun i => (hx i).ne') ht h (residualPoly t ^ 2)]
  · refine Finset.sum_congr rfl fun i _ => ?_
    rw [eval_pow, residualPoly_eval]
    ring
  · simp [residualPoly_eval]
  · exact natDegree_pow_le.trans (Nat.mul_le_mul_left 2 (residualPoly_natDegree t))
  · intro j
    rw [eval_pow, residualPoly_eval, Finset.prod_eq_zero (Finset.mem_univ j)
      (by rw [div_self (ht j), sub_self])]
    norm_num

/-- For nonnegative weights on positive points, the Gauss value of `1/x` is exact precisely when
every point of nonzero weight is a node. -/
theorem gauss_eq_iff {w x : ι → ℝ} {ω t : Fin k → ℝ} (hw : ∀ i, 0 ≤ w i)
    (hx : ∀ i, 0 < x i) (ht : ∀ j, t j ≠ 0) (h : ExactBelow (2 * k) (moment w x) ω t) :
    quad w x (fun y => y⁻¹) = quad ω t (fun y => y⁻¹) ↔ ∀ i, w i ≠ 0 → ∃ j, x i = t j := by
  rw [← sub_eq_zero, gauss_error hx ht h, Finset.sum_eq_zero_iff_of_nonneg
    (fun i _ => mul_nonneg (div_nonneg (hw i) (hx i).le) (sq_nonneg _))]
  constructor
  · intro h0 i hi
    rcases mul_eq_zero.1 (h0 i (Finset.mem_univ i)) with h1 | h1
    · exact absurd h1 (div_ne_zero hi (hx i).ne')
    · obtain ⟨j, _, hj⟩ := Finset.prod_eq_zero_iff.1 ((pow_eq_zero_iff two_ne_zero).1 h1)
      exact ⟨j, (div_eq_one_iff_eq (ht j)).1 (sub_eq_zero.1 hj).symm⟩
  · intro h0 i _
    by_cases hi : w i = 0
    · simp [hi]
    · obtain ⟨j, hj⟩ := h0 i hi
      rw [Finset.prod_eq_zero (Finset.mem_univ j) (by rw [hj, div_self (ht j), sub_self])]
      norm_num
```

Without either sign condition the lower bound can fail even for the empty rule, $k=0$, whose value is 0: a point at 1 with weight $-1$, or a point at $-1$ with weight 1, has integral $-1$.

## A prescribed node at or below the spectrum

The number $a$ stands for a known positive lower bound on the eigenvalues. The Radau rule has $a$ as a node, together with $k$ free nodes, and is exact through degree $2k$.

Take $q(y)=(1-y/a)R(y)^2$, where $R$ is built from the free nodes. This polynomial equals 1 at zero, vanishes at all $k+1$ nodes and has degree at most $2k+1$. The error is
$$\sum_i\frac{w_i}{x_i}\left(1-\frac{x_i}{a}\right)R(x_i)^2\le0,$$
because $x_i\ge a$ makes the linear factor nonpositive. The rule therefore gives at least the true value.

In `radau_upper`, `vecCons a t` places $a$ in front of the free nodes, and `Fin.cases` treats it separately from them. The statement `hs` is the sign argument, and `linarith` combines it with the error formula.

```lean
/-- For nonnegative weights, a Radau rule with a node `a > 0` at or below all points gives at least
the integral of `1/x`. -/
theorem radau_upper {w x : ι → ℝ} {a ω₀ : ℝ} {ω t : Fin k → ℝ} (hw : ∀ i, 0 ≤ w i)
    (ha : 0 < a) (hx : ∀ i, a ≤ x i) (ht : ∀ j, t j ≠ 0)
    (h : ExactBelow (2 * k + 1) (moment w x) (vecCons ω₀ ω) (vecCons a t)) :
    quad w x (fun y => y⁻¹) ≤ quad (vecCons ω₀ ω) (vecCons a t) (fun y => y⁻¹) := by
  have hx0 : ∀ i, 0 < x i := fun i => ha.trans_le (hx i)
  have e := inverse_error (fun i => (hx0 i).ne')
    (fun j => by
      refine Fin.cases ?_ (fun j => ?_) j
      · simpa using ha.ne'
      · simpa using ht j) h
    (residualPoly t ^ 2 * (1 - C a⁻¹ * X)) (by simp [residualPoly_eval])
    (natDegree_mul_le.trans (Nat.add_le_add
      (natDegree_pow_le.trans (Nat.mul_le_mul_left 2 (residualPoly_natDegree t)))
      (by compute_degree)))
    (fun j => by
      refine Fin.cases ?_ (fun j => ?_) j
      · simp [ha.ne']
      · rw [cons_val_succ, eval_mul, eval_pow, residualPoly_eval,
          Finset.prod_eq_zero (Finset.mem_univ j) (by rw [div_self (ht j), sub_self])]
        norm_num)
  -- the linear factor `1 - x/a` is nonpositive on the spectrum
  have hs : ∑ i, w i * ((residualPoly t ^ 2 * (1 - C a⁻¹ * X)).eval (x i) / x i) ≤ 0 := by
    refine Finset.sum_nonpos fun i _ => mul_nonpos_of_nonneg_of_nonpos (hw i)
      (div_nonpos_of_nonpos_of_nonneg ?_ (hx0 i).le)
    have h1 : 1 ≤ a⁻¹ * x i := by
      rw [← div_eq_inv_mul]
      exact (one_le_div ha).2 (hx i)
    simp only [eval_mul, eval_pow, eval_sub, eval_one, eval_C, eval_X]
    exact mul_nonpos_of_nonneg_of_nonpos (sq_nonneg _) (by linarith)
  linarith
```

If $a$ lies above part of the spectrum, the guarantee is lost. With no free nodes and $a$ above every point, the rule returns $\sum_i w_i/a$, which is too small whenever the total weight is positive. An overestimate of the lowest eigenvalue is thus not a safe choice of $a$.

## Orthonormal eigenvectors

The condition $U^TU=1$ makes the $x_i$ the eigenvalues of $A$. Every real symmetric matrix has such a decomposition; the theorem takes it as given.

Write $A_c=U\,\mathrm{diag}(c)\,U^T$ for a list of numbers $c_i$. Orthogonality gives $A_cA_d=A_{cd}$, with the entries multiplied one by one, and $A_c=c\,1$ when all entries equal $c$. Hence powers and sums act on the eigenvalues, so $p(A)=U\,\mathrm{diag}(p(x_i))\,U^T$. Likewise $A^{-1}=U\,\mathrm{diag}(1/x_i)\,U^T$, since its product with $A$ is the identity. Therefore
$$v^Tp(A)v=\sum_i(U^Tv)_i^2\,p(x_i),\qquad v^TA^{-1}v=\sum_i\frac{(U^Tv)_i^2}{x_i}.$$
The matrix problem is now the scalar one with $w_i=(U^Tv)_i^2$.

The lemmas follow this order, and `aeval_spectralMatrix` proceeds by induction on the polynomial.

```lean
section MatrixForm

variable [DecidableEq ι] {U : Matrix ι ι ℝ}

lemma spectralMatrix_mul (hU : Uᵀ * U = 1) (c d : ι → ℝ) :
    spectralMatrix U c * spectralMatrix U d = spectralMatrix U (fun i => c i * d i) := by
  unfold spectralMatrix
  calc U * diagonal c * Uᵀ * (U * diagonal d * Uᵀ)
      = U * diagonal c * (Uᵀ * U) * diagonal d * Uᵀ := by noncomm_ring
    _ = U * (diagonal c * diagonal d) * Uᵀ := by rw [hU]; noncomm_ring
    _ = _ := by rw [diagonal_mul_diagonal]

lemma spectralMatrix_const (hU : Uᵀ * U = 1) (c : ℝ) :
    spectralMatrix U (fun _ => c) = c • (1 : Matrix ι ι ℝ) := by
  have hU' : U * Uᵀ = 1 := mul_eq_one_comm.1 hU
  rw [spectralMatrix, ← smul_one_eq_diagonal, Matrix.mul_smul, Matrix.smul_mul, mul_one, hU']

/-- A polynomial of a symmetric matrix acts on its eigenvalues. -/
theorem aeval_spectralMatrix (hU : Uᵀ * U = 1) (x : ι → ℝ) (p : ℝ[X]) :
    aeval (spectralMatrix U x) p = spectralMatrix U (fun i => p.eval (x i)) := by
  induction p using Polynomial.induction_on with
  | C c =>
    simp only [aeval_C, eval_C]
    rw [spectralMatrix_const hU, Algebra.algebraMap_eq_smul_one]
  | add p q hp hq =>
    simp only [map_add, eval_add, hp, hq]
    unfold spectralMatrix
    rw [← diagonal_add, mul_add, add_mul]
  | monomial n c ih =>
    rw [pow_succ, ← mul_assoc, map_mul, ih, aeval_X, spectralMatrix_mul hU]
    simp only [eval_mul, eval_X]

lemma spectralMatrix_form (d v : ι → ℝ) :
    v ⬝ᵥ (spectralMatrix U d *ᵥ v) = ∑ i, (Uᵀ *ᵥ v) i ^ 2 * d i := by
  rw [spectralMatrix, ← mulVec_mulVec, ← mulVec_mulVec, Matrix.dotProduct_mulVec,
    ← mulVec_transpose]
  simp only [dotProduct, mulVec_diagonal]
  exact Finset.sum_congr rfl fun i _ => by ring
```

The final theorem says that if all $x_i\ge a>0$, a Gauss rule with $k$ nonzero nodes and a Radau rule with node $a$ and $m$ further nonzero nodes, each exact for $p\mapsto v^Tp(A)v$ to its stated degree, enclose $v^TA^{-1}v$. The numbers $k$ and $m$ are independent. In the proof, `hL` and `hI` are the two displayed sums and `hinv` is the formula for the inverse; the scalar results finish the argument.

```lean
/-- For a symmetric matrix `A` with all eigenvalues at least `a > 0`, a Gauss rule bounds
`vᵀ A⁻¹ v` from below and a Radau rule with prescribed node `a` bounds it from above. -/
theorem gauss_radau_bracket (hU : Uᵀ * U = 1) {x v : ι → ℝ} {a η₀ : ℝ}
    {ω t : Fin k → ℝ} {η s : Fin m → ℝ} (ha : 0 < a) (hx : ∀ i, a ≤ x i)
    (ht : ∀ j, t j ≠ 0) (hs : ∀ j, s j ≠ 0)
    (hG : ExactBelow (2 * k) (krylovMoment (spectralMatrix U x) v) ω t)
    (hR : ExactBelow (2 * m + 1) (krylovMoment (spectralMatrix U x) v)
      (vecCons η₀ η) (vecCons a s)) :
    quad ω t (fun y => y⁻¹) ≤ v ⬝ᵥ ((spectralMatrix U x)⁻¹ *ᵥ v) ∧
      v ⬝ᵥ ((spectralMatrix U x)⁻¹ *ᵥ v)
        ≤ quad (vecCons η₀ η) (vecCons a s) (fun y => y⁻¹) := by
  have hx0 : ∀ i, 0 < x i := fun i => ha.trans_le (hx i)
  -- the spectral measure of `v` has weights `(Uᵀ v)ᵢ²`
  have hL : krylovMoment (spectralMatrix U x) v = moment (fun i => (Uᵀ *ᵥ v) i ^ 2) x := by
    funext p
    rw [krylovMoment, aeval_spectralMatrix hU, spectralMatrix_form]
    rfl
  have hinv : (spectralMatrix U x)⁻¹ = spectralMatrix U (fun i => (x i)⁻¹) := by
    apply Matrix.inv_eq_right_inv
    rw [spectralMatrix_mul hU]
    have e : (fun i => x i * (x i)⁻¹) = fun _ => (1 : ℝ) :=
      funext fun i => mul_inv_cancel₀ (hx0 i).ne'
    rw [e, spectralMatrix_const hU, one_smul]
  have hI : v ⬝ᵥ ((spectralMatrix U x)⁻¹ *ᵥ v)
      = quad (fun i => (Uᵀ *ᵥ v) i ^ 2) x (fun y => y⁻¹) := by
    rw [hinv, spectralMatrix_form]
    rfl
  rw [hL] at hG hR
  rw [hI]
  refine ⟨?_, radau_upper (fun i => sq_nonneg _) ha hx hs hR⟩
  rw [← sub_nonneg, gauss_error hx0 ht hG]
  exact Finset.sum_nonneg fun i _ =>
    mul_nonneg (div_nonneg (sq_nonneg _) (hx0 i).le) (sq_nonneg _)

end MatrixForm
```

Without orthogonality the $x_i$ need not be eigenvalues. In one dimension, $U=1/2$ and $x=1$ give $A=1/4$, so $a=1$ satisfies $a\le x$ but exceeds the spectrum. The upper bound with $m=0$ would then read $4v^2\le v^2$.

For a finite real symmetric Hamiltonian matrix $H$ and an energy $E$ at least $a$ below its lowest eigenvalue, the theorem applied to $A=H-E$ brackets the diagonal resolvent element $v^T(H-E)^{-1}v$, given rules with the required exactness.

## Two levels, and a bracket without free nodes

Take $A=\mathrm{diag}(1,3)$ and $v=(1,1)/\sqrt2$. The spectral weights are both $1/2$, the moments of degree 0, 1 and 2 are 1, 2 and 5, and $v^TA^{-1}v=\tfrac12(1+\tfrac13)=\tfrac23$.

The one-point Gauss rule has node 2 and weight 1, and matches the first two moments. With $a=1/2$, the Radau rule has nodes $1/2$ and $8/3$ with weights $4/13$ and $9/13$, and matches all three:
$$\tfrac4{13}+\tfrac9{13}=1,\qquad \tfrac2{13}+\tfrac{24}{13}=2,\qquad \tfrac1{13}+\tfrac{64}{13}=5.$$
Applied to $1/x$, the rules give
$$\tfrac12\;\le\;\tfrac23\;\le\;\tfrac8{13}+\tfrac{27}{104}=\tfrac78.$$
The error formulas agree: $\tfrac18+\tfrac1{24}=\tfrac16$ for Gauss, and $-\tfrac{25}{128}-\tfrac5{384}=-\tfrac5{24}$ for Radau.

The smallest case is $k=m=0$. The Gauss rule is empty, and the Radau rule has the single node $a$ with weight $v^Tv$, fixed by exactness on constants. The bracket is then the elementary estimate $0\le v^TA^{-1}v\le v^Tv/a$.

The last theorem establishes exactness of the two rules in the example. It expands a polynomial in its coefficients by `eval_of_degree_lt`, after which `ring` compares the moments.

```lean
lemma eval_of_degree_lt {N : ℕ} {p : ℝ[X]} (hp : p.degree < (N : WithBot ℕ)) (y : ℝ) :
    p.eval y = ∑ i ∈ Finset.range N, p.coeff i * y ^ i := by
  by_cases h0 : p = 0
  · simp [h0]
  · exact eval_eq_sum_range' ((natDegree_lt_iff_degree_lt h0).2 hp) y

/-- For equal weights at the points 1 and 3, the node 2 gives a one-point Gauss rule, and the
nodes 1/2 and 8/3 give a Radau rule with prescribed node 1/2. -/
theorem gauss_radau_witness :
    ExactBelow (2 * 1) (moment ![1 / 2, 1 / 2] ![1, 3]) ![1] ![2] ∧
      ExactBelow (2 * 1 + 1) (moment ![1 / 2, 1 / 2] ![1, 3])
        ![4 / 13, 9 / 13] ![1 / 2, 8 / 3] := by
  constructor
  · intro p hp
    simp only [moment, quad, eval_of_degree_lt hp]
    simp [Fin.sum_univ_succ, Finset.sum_range_succ]
    ring
  · intro p hp
    simp only [moment, quad, eval_of_degree_lt hp]
    simp [Fin.sum_univ_succ, Finset.sum_range_succ]
    ring

end

end GaussRadauInverseBounds
```

```lean
#print axioms GaussRadauInverseBounds.gauss_eq_iff
-- 'GaussRadauInverseBounds.gauss_eq_iff' depends on axioms: [propext, Classical.choice, Quot.sound]
#print axioms GaussRadauInverseBounds.gauss_radau_bracket
-- 'GaussRadauInverseBounds.gauss_radau_bracket' depends on axioms: [propext, Classical.choice, Quot.sound]
```
